# Strict row dominance keeps every Thomas pivot of a tridiagonal system nonzero

**Q:** Take two equations, $a_0x_0+b_0x_1=r_0$ and $c_0x_0+a_1x_1=r_1$, with complex coefficients. Eliminating $x_0$ replaces $a_1$ by $a_1-c_0b_0/a_0$. What stops the correction from cancelling $a_1$?

**A:** Suppose each diagonal entry outweighs the coupling in its row: $|b_0|<|a_0|$ and $|c_0|<|a_1|$. Then $|c_0b_0/a_0|\le|c_0|<|a_1|$, so the correction is too small to cancel $a_1$.

```lean
import Mathlib

open Matrix

namespace ThomasAlgorithm

noncomputable section
```

**Q:** In a system of two or more rows, an interior row has two couplings and each end row has one. Where does the code record that?

**A:** In two functions. For $n$ rows numbered from zero, write $u_i$ for `above n b i`, which is $b_i$ except in the last row, where it is zero. Write $l_i$ for `below c i`, which is $c_{i-1}$, or zero in row 0. `RowDominant` then says $|u_i|+|l_i|<|a_i|$ for every $i<n$; Lean's double bars are the complex modulus.

```lean
/-- The coupling of row `i` to the next unknown in a system of `n` rows; it is zero from the
last row on. Rows are numbered from zero. -/
def above (n : ℕ) (b : ℕ → ℂ) (i : ℕ) : ℂ := if i + 1 < n then b i else 0

/-- The coupling of a row to the previous unknown; it is zero in the first row. -/
def below (c : ℕ → ℂ) : ℕ → ℂ
  | 0 => 0
  | i + 1 => c i

/-- Strict diagonal dominance by rows: each diagonal entry exceeds in modulus the sum of the
moduli of the couplings in its row. -/
def RowDominant (n : ℕ) (a b c : ℕ → ℂ) : Prop :=
  ∀ i < n, ‖above n b i‖ + ‖below c i‖ < ‖a i‖
```

**Q:** What physical situation does that inequality stand for?

**A:** The local term outweighs the total coupling to the neighbours. For a finite, non-interacting chain with on-site energy $\varepsilon$ and nearest-neighbour hopping $t$, the matrix $z-H$ whose inverse is the Green's function satisfies it whenever $|z-\varepsilon|>2|t|$. Real energies $E$ in the band of the infinite chain, $|E-\varepsilon|\le2|t|$, violate it once the finite chain has an interior site.

**Q:** And the algorithm itself?

**A:** The pivots are $d_0=a_0$ and $d_{i+1}=a_{i+1}-c_ib_i/d_i$. The right-hand side becomes $f_0=r_0$ and $f_{i+1}=r_{i+1}-(c_i/d_i)f_i$. These are `pivot` and `forward`.

```lean
/-- The pivots of elimination without row exchanges. The recursion is meaningful as long as
the preceding pivots are nonzero. -/
def pivot (a b c : ℕ → ℂ) : ℕ → ℂ
  | 0 => a 0
  | i + 1 => a (i + 1) - c i * b i / pivot a b c i

/-- The right-hand side after forward elimination, meaningful as long as the preceding pivots
are nonzero. -/
def forward (a b c r : ℕ → ℂ) : ℕ → ℂ
  | 0 => r 0
  | i + 1 => r (i + 1) - c i / pivot a b c i * forward a b c r i
```

**Q:** So far these are recursions on sequences. Where is the matrix?

**A:** `tridiag` is the $n\times n$ matrix $T$; entries of the sequences beyond its edge never enter it. `lowerFactor` is $L$, with ones on the diagonal and multipliers $c_i/d_i$ below it. `upperFactor` is $U$, with $d_i$ on the diagonal and $b_i$ above it.

```lean
/-- The tridiagonal matrix with diagonal `a`, superdiagonal `b` and subdiagonal `c`. -/
def tridiag (n : ℕ) (a b c : ℕ → ℂ) : Matrix (Fin n) (Fin n) ℂ := fun i j =>
  if (i : ℕ) = j then a i else if (i : ℕ) + 1 = j then b i
  else if (j : ℕ) + 1 = i then c j else 0

/-- The unit lower bidiagonal matrix of elimination multipliers, defined for nonzero pivots
before the last row. -/
def lowerFactor (n : ℕ) (a b c : ℕ → ℂ) : Matrix (Fin n) (Fin n) ℂ := fun i j =>
  if (i : ℕ) = j then 1 else if (j : ℕ) + 1 = i then c j / pivot a b c j else 0

/-- The upper bidiagonal matrix with the pivots on its diagonal, defined for nonzero pivots
before the last row. -/
def upperFactor (n : ℕ) (a b c : ℕ → ℂ) : Matrix (Fin n) (Fin n) ℂ := fun i j =>
  if (i : ℕ) = j then pivot a b c i else if (i : ℕ) + 1 = j then b i else 0
```

**Q:** Now the general pivot bound, please.

**A:** The claim is $|u_i|<|d_i|$, by induction. In row 0, $d_0=a_0$ and $l_0=0$, so it is dominance itself. If it holds in row $i$ and another row follows, then $u_i=b_i$, hence $|b_i|<|d_i|$ and $|c_ib_i/d_i|\le|c_i|$. Therefore
$$|d_{i+1}|\ge|a_{i+1}|-\left|\frac{c_ib_i}{d_i}\right|\ge|a_{i+1}|-|c_i|>|u_{i+1}|.$$
In the proof, `hq` bounds the correction, `ht` is the reverse triangle inequality, `hdom` is dominance of the next row, and `linarith` joins them. Since $|u_i|\ge0$, no pivot vanishes.

```lean
variable {n : ℕ} {a b c : ℕ → ℂ}

/-- For a strictly row-dominant tridiagonal system, every pivot exceeds in modulus the coupling
of its row to the next unknown. -/
theorem norm_above_lt_norm_pivot (h : RowDominant n a b c) :
    ∀ i < n, ‖above n b i‖ < ‖pivot a b c i‖ := by
  intro i
  induction i with
  | zero =>
    intro hi
    simpa [below, pivot] using h 0 hi
  | succ i ih =>
    intro hi
    have hp : ‖b i‖ < ‖pivot a b c i‖ := by
      simpa [above, hi] using ih (by omega)
    have hd : 0 < ‖pivot a b c i‖ := (norm_nonneg _).trans_lt hp
    -- the correction to the diagonal is no larger than the subdiagonal entry
    have hq : ‖c i * b i / pivot a b c i‖ ≤ ‖c i‖ := by
      rw [norm_div, norm_mul, div_le_iff₀ hd]
      exact mul_le_mul_of_nonneg_left hp.le (norm_nonneg _)
    have ht := norm_sub_norm_le (a (i + 1)) (c i * b i / pivot a b c i)
    have hdom : ‖above n b (i + 1)‖ + ‖c i‖ < ‖a (i + 1)‖ := h (i + 1) hi
    change _ < ‖a (i + 1) - c i * b i / pivot a b c i‖
    linarith

/-- No pivot of a strictly row-dominant tridiagonal system vanishes. -/
theorem pivot_ne_zero (h : RowDominant n a b c) (i : ℕ) (hi : i < n) :
    pivot a b c i ≠ 0 :=
  norm_pos_iff.mp ((norm_nonneg _).trans_lt (norm_above_lt_norm_pivot h i hi))
```

**Q:** Are these numbers really the pivots of $T$?

**A:** Yes, because $T=LU$. Row 0 of the product is $d_0=a_0$, followed by $b_0$ if there is a second column. Row $i+1$ has three possible nonzero entries:

- column $i$: $(c_i/d_i)d_i=c_i$;
- column $i+1$: $(c_i/d_i)b_i+d_{i+1}=a_{i+1}$;
- column $i+2$, if present: $b_{i+1}$.

The proof reduces the matrix product to the one or two entries in a row of $L$ that can be nonzero, then splits on the column. It needs nonzero pivots only before the last row.

```lean
/-- If the pivots before the last row are nonzero, the tridiagonal matrix is the product of its
lower and upper bidiagonal factors. -/
theorem tridiag_eq_lower_mul_upper (h : ∀ i, i + 1 < n → pivot a b c i ≠ 0) :
    tridiag n a b c = lowerFactor n a b c * upperFactor n a b c := by
  ext ⟨i, hi⟩ ⟨j, hj⟩
  rw [Matrix.mul_apply]
  cases i with
  | zero =>
    rw [Fintype.sum_eq_single (⟨0, hi⟩ : Fin n)]
    · simp [tridiag, lowerFactor, upperFactor, pivot]
    · intro k hk
      have h1 : ¬ (0 = (k : ℕ)) := fun e => hk (Fin.ext e.symm)
      have h2 : ¬ ((k : ℕ) + 1 = 0) := by omega
      change (if 0 = (k : ℕ) then (1 : ℂ) else
        if (k : ℕ) + 1 = 0 then c k / pivot a b c k else 0) * _ = 0
      rw [if_neg h1, if_neg h2, zero_mul]
  | succ i =>
    have hd := h i hi
    -- at most two entries in this row of the lower factor are nonzero
    rw [Fintype.sum_eq_add (⟨i, by omega⟩ : Fin n) ⟨i + 1, hi⟩ (by simp)]
    · have l1 : lowerFactor n a b c ⟨i + 1, hi⟩ ⟨i, by omega⟩ = c i / pivot a b c i := by
        simp [lowerFactor]
      have l2 : lowerFactor n a b c ⟨i + 1, hi⟩ ⟨i + 1, hi⟩ = 1 := by
        simp [lowerFactor]
      rw [l1, l2]
      change (if i + 1 = j then a (i + 1) else if i + 1 + 1 = j then b (i + 1)
          else if j + 1 = i + 1 then c j else 0) =
        c i / pivot a b c i * (if i = j then pivot a b c i else if i + 1 = j then b i else 0)
        + 1 * (if i + 1 = j then pivot a b c (i + 1)
          else if i + 1 + 1 = j then b (i + 1) else 0)
      by_cases e1 : i = j
      · have e2 : ¬ i + 1 = j := by omega
        have e3 : ¬ i + 1 + 1 = j := by omega
        have e4 : j + 1 = i + 1 := by omega
        simp only [if_pos e1, if_neg e2, if_neg e3, if_pos e4]
        rw [← e1]
        simp [hd]
      · by_cases e2 : i + 1 = j
        · simp only [if_neg e1, if_pos e2]
          change _ = _ + 1 * (a (i + 1) - c i * b i / pivot a b c i)
          ring
        · have e4 : ¬ j + 1 = i + 1 := by omega
          simp only [if_neg e1, if_neg e2, if_neg e4]
          ring
    · intro k hk
      have h1 : ¬ (i + 1 = (k : ℕ)) := fun e => hk.2 (Fin.ext e.symm)
      have h2 : ¬ ((k : ℕ) + 1 = i + 1) := fun e => hk.1 (Fin.ext (Nat.succ.inj e))
      change (if i + 1 = (k : ℕ) then (1 : ℂ) else
        if (k : ℕ) + 1 = i + 1 then c k / pivot a b c k else 0) * _ = 0
      rw [if_neg h1, if_neg h2, zero_mul]
```

Both factors are triangular, so $\det T=\det L\,\det U=1\cdot\prod_i d_i$. Under dominance every factor is nonzero, and $T$ is invertible.

```lean
/-- If the pivots before the last row are nonzero, the determinant of the tridiagonal matrix is
the product of all pivots. -/
theorem det_tridiag (h : ∀ i, i + 1 < n → pivot a b c i ≠ 0) :
    (tridiag n a b c).det = ∏ i : Fin n, pivot a b c i := by
  have hL : (lowerFactor n a b c).BlockTriangular OrderDual.toDual := by
    intro i j hij
    have h1 : i < j := OrderDual.toDual_lt_toDual.mp hij
    have h2 : (i : ℕ) < j := h1
    simp only [lowerFactor, if_neg (show ¬ (i : ℕ) = j by omega),
      if_neg (show ¬ (j : ℕ) + 1 = i by omega)]
  have hU : (upperFactor n a b c).BlockTriangular id := by
    intro i j hij
    have h2 : (j : ℕ) < i := hij
    simp only [upperFactor, if_neg (show ¬ (i : ℕ) = j by omega),
      if_neg (show ¬ (i : ℕ) + 1 = j by omega)]
  rw [tridiag_eq_lower_mul_upper h, Matrix.det_mul, Matrix.det_of_isLowerTriangular _ hL,
    Matrix.det_of_isUpperTriangular hU]
  simp [lowerFactor, upperFactor]

/-- A strictly row-dominant tridiagonal matrix has nonzero determinant. -/
theorem det_tridiag_ne_zero (h : RowDominant n a b c) : (tridiag n a b c).det ≠ 0 := by
  rw [det_tridiag fun i hi => pivot_ne_zero h i (by omega)]
  exact Finset.prod_ne_zero_iff.mpr fun i _ => pivot_ne_zero h i i.isLt
```

**Q:** Does the algorithm return the solution of the original equations?

**A:** Suppose the reduced row $d_ix_i+u_ix_{i+1}=f_i$ holds, with another row below it. Subtracting $c_i/d_i$ times it from original row $i+1$ removes $x_i$ and leaves
$$d_{i+1}x_{i+1}+u_{i+1}x_{i+2}=f_{i+1}.$$
Adding it back restores the original row. That is `step`, with `linear_combination` doing the algebra; `base` handles row 0. Dividing by the pivot, in `hback`, gives $x_i=(f_i-u_ix_{i+1})/d_i$. The theorem states the equivalence for all $n$ rows, written out as equations. The unknowns are also a sequence, but those outside the system are multiplied by zero.

```lean
/-- For a strictly row-dominant system, the tridiagonal equations hold exactly when the unknowns
obey the back substitution of the Thomas algorithm. -/
theorem equations_iff_back_substitution (h : RowDominant n a b c) (r x : ℕ → ℂ) :
    (∀ i < n, below c i * x (i - 1) + a i * x i + above n b i * x (i + 1) = r i) ↔
    ∀ i < n, x i = (forward a b c r i - above n b i * x (i + 1)) / pivot a b c i := by
  have hback : ∀ i < n,
      (x i = (forward a b c r i - above n b i * x (i + 1)) / pivot a b c i ↔
        pivot a b c i * x i + above n b i * x (i + 1) = forward a b c r i) := by
    intro i hi
    rw [eq_div_iff (pivot_ne_zero h i hi)]
    constructor <;> intro e <;> linear_combination e
  have base : below c 0 * x (0 - 1) + a 0 * x 0 + above n b 0 * x (0 + 1) = r 0 ↔
      pivot a b c 0 * x 0 + above n b 0 * x (0 + 1) = forward a b c r 0 := by
    simp [below, pivot, forward]
  -- subtracting a multiple of the reduced row eliminates the previous unknown
  have step : ∀ i, i + 1 < n →
      pivot a b c i * x i + above n b i * x (i + 1) = forward a b c r i →
      (below c (i + 1) * x (i + 1 - 1) + a (i + 1) * x (i + 1)
          + above n b (i + 1) * x (i + 1 + 1) = r (i + 1) ↔
        pivot a b c (i + 1) * x (i + 1) + above n b (i + 1) * x (i + 1 + 1)
          = forward a b c r (i + 1)) := by
    intro i hi hF
    have hd := pivot_ne_zero h i (by omega)
    have hc : c i / pivot a b c i * pivot a b c i = c i := by field_simp
    have hb : above n b i = b i := if_pos hi
    rw [hb] at hF
    change (c i * x i + a (i + 1) * x (i + 1) + above n b (i + 1) * x (i + 1 + 1)
        = r (i + 1)) ↔
      ((a (i + 1) - c i * b i / pivot a b c i) * x (i + 1)
        + above n b (i + 1) * x (i + 1 + 1)
        = r (i + 1) - c i / pivot a b c i * forward a b c r i)
    constructor <;> intro e
    · linear_combination e - (c i / pivot a b c i) * hF + x i * hc
    · linear_combination e + (c i / pivot a b c i) * hF - x i * hc
  constructor
  · intro hr i hi
    refine (hback i hi).mpr ?_
    induction i with
    | zero => exact base.mp (hr 0 hi)
    | succ i ih => exact (step i hi (ih (by omega))).mp (hr (i + 1) hi)
  · intro hx i hi
    cases i with
    | zero => exact base.mpr ((hback 0 hi).mp (hx 0 hi))
    | succ i =>
      have hi' : i < n := by omega
      exact (step i hi ((hback i hi').mp (hx i hi'))).mpr
        ((hback (i + 1) hi).mp (hx (i + 1) hi))
```

**Q:** Would equality in the dominance condition do?

**A:** Not in general. Set all four coefficients of the two-row system to one: both rows have equality, and $d_1=1-1\cdot1/1=0$. The two rows are identical, so the matrix is singular.

```lean
/-- The two-row system with all coefficients equal to one has equality in the dominance
condition in both rows, and its second pivot is zero. -/
theorem weak_dominance_insufficient :
    (∀ i < 2, ‖above 2 (fun _ => 1) i‖ + ‖below (fun _ => 1) i‖ = ‖(1 : ℂ)‖) ∧
    pivot (fun _ => 1) (fun _ => 1) (fun _ => 1) 1 = 0 := by
  constructor
  · intro i hi
    interval_cases i <;> simp [above, below]
  · simp [pivot]

end

end ThomasAlgorithm
```

```lean
#print axioms ThomasAlgorithm.norm_above_lt_norm_pivot
#print axioms ThomasAlgorithm.det_tridiag_ne_zero
#print axioms ThomasAlgorithm.equations_iff_back_substitution
#print axioms ThomasAlgorithm.weak_dominance_insufficient
```

```
'ThomasAlgorithm.norm_above_lt_norm_pivot' depends on axioms: [propext, Classical.choice, Quot.sound]
'ThomasAlgorithm.det_tridiag_ne_zero' depends on axioms: [propext, Classical.choice, Quot.sound]
'ThomasAlgorithm.equations_iff_back_substitution' depends on axioms: [propext, Classical.choice, Quot.sound]
'ThomasAlgorithm.weak_dominance_insufficient' depends on axioms: [propext, Classical.choice, Quot.sound]
```

**Q:** What should I not read into this for a production code?

**A:** The entries are scalars, so block tridiagonal matrices are not treated, and neither is rounding error. Dominance is a hypothesis to check for each matrix. It is sufficient, not necessary: with $a_0=a_1=1$ and $b_0=c_0=2$ it fails, yet the pivots are $1$ and $-3$.
